# A decoupling with positive definite diagonal blocks is the one closest to the identity

A Dirac Hamiltonian in a finite orthonormal basis couples upper and lower components. When zero is not an eigenvalue and there are as many positive-energy states as upper components, a unitary transformation can remove the coupling and leave separate positive- and negative-energy blocks, but any further rotation within each block leaves them decoupled. Which of these transformations changes the original spinors least?

Here "least action" means the smallest Frobenius distance from the identity, not Hamilton's principle. The index types `m` and `n` label upper and lower components; both are finite.

```lean
import Mathlib

open Matrix
open scoped ComplexOrder

namespace LeastActionDecoupling

noncomputable section

variable {k l m n : Type*} [Fintype k] [Fintype l] [Fintype m] [Fintype n]
  [DecidableEq m] [DecidableEq n]
```

## Distance and decoupling

The distance between matrices is measured by the Frobenius norm, \( \|M\|^2=\sum_{ij}|M_{ij}|^2=\operatorname{tr}MM^\dagger \).

```lean
/-- The Frobenius norm of a square complex matrix. -/
def frob {k : Type*} [Fintype k] (M : Matrix k k ℂ) : ℝ :=
  √(∑ i, ∑ j, ‖M i j‖ ^ 2)
```

A decoupling of \(H\) is a unitary \(U\) with

\[ UHU^\dagger=\begin{pmatrix}P&0\\0&-N\end{pmatrix},\qquad P,N>0 . \]

The signs say that zero energy lies in the gap between the two branches, with as many positive-energy states as upper components. If the rest energy is subtracted, bound electronic states have negative energy, and \(H\) must first be shifted back. In Lean, `ᴴ` is the adjoint and `PosDef` includes Hermiticity.

```lean
/-- `U` decouples `H`: it is unitary and brings `H` to block-diagonal form with a positive
definite upper block and a negative definite lower block. -/
def Decouples (U H : Matrix (m ⊕ n) (m ⊕ n) ℂ) : Prop :=
  U ∈ unitaryGroup (m ⊕ n) ℂ ∧ ∃ (P : Matrix m m ℂ) (N : Matrix n n ℂ),
    P.PosDef ∧ N.PosDef ∧ U * H * Uᴴ = fromBlocks P 0 0 (-N)
```

## Distance as a trace

For unitary \(V\) of dimension \(d\), \( (V-1)(V-1)^\dagger=2-V-V^\dagger \). Taking the trace gives

\[ \|V-1\|^2=2d-2\operatorname{Re}\operatorname{tr}V . \]

The proof first identifies the squared norm with the trace, then expands the product using `hV1`, which is \(VV^\dagger=1\).

```lean
/-- The squared distance of a unitary matrix from the identity is fixed by its trace. -/
theorem frob_sub_one_sq [DecidableEq k] {V : Matrix k k ℂ} (hV : V ∈ unitaryGroup k ℂ) :
    frob (V - 1) ^ 2 = 2 * (Fintype.card k : ℝ) - 2 * (trace V).re := by
  have hV1 : V * Vᴴ = 1 := mem_unitaryGroup_iff.1 hV
  have h : ∀ M : Matrix k k ℂ, frob M ^ 2 = (trace (M * Mᴴ)).re := by
    intro M
    rw [frob, Real.sq_sqrt (by positivity)]
    simp only [trace, diag_apply, Matrix.mul_apply, conjTranspose_apply, Complex.re_sum]
    refine Finset.sum_congr rfl fun i _ => Finset.sum_congr rfl fun j _ => ?_
    rw [Complex.star_def, Complex.mul_conj, Complex.ofReal_re, Complex.normSq_eq_norm_sq]
  have e : (V - 1) * (V - 1)ᴴ = 1 - V - Vᴴ + 1 := by
    rw [conjTranspose_sub, conjTranspose_one]
    linear_combination (norm := noncomm_ring) hV1
  rw [h, e]
  simp only [trace_add, trace_sub, trace_one, trace_conjTranspose, Complex.add_re,
    Complex.sub_re, Complex.natCast_re, Complex.star_def, Complex.conj_re]
  ring
```

## The cost of a rotation within a block

Let \(x_i\) be the rows of \(X\). For \(P>0\),

\[ \operatorname{Re}\operatorname{tr}XPX^\dagger=\sum_i x_iPx_i^\dagger\ge0 . \]

Each nonzero row contributes a positive amount, so the sum vanishes only for \(X=0\). In the proof, `key` is this row decomposition and `pos` the strict positivity.

```lean
/-- For positive definite `P`, the real part of the trace of `X P Xᴴ` is nonnegative and
vanishes only for `X = 0`. -/
theorem trace_conj_pos {P : Matrix k k ℂ} (hP : P.PosDef) (X : Matrix l k ℂ) :
    0 ≤ (trace (X * P * Xᴴ)).re ∧ ((trace (X * P * Xᴴ)).re = 0 → X = 0) := by
  -- the trace is a sum of quadratic forms, one for each row of X
  have key : (trace (X * P * Xᴴ)).re = ∑ i, (X i ⬝ᵥ P *ᵥ star (X i)).re := by
    rw [Matrix.mul_assoc]
    simp only [trace, diag_apply, Matrix.mul_apply, dotProduct, mulVec, conjTranspose_apply,
      Pi.star_apply, Complex.re_sum]
  have pos : ∀ i, X i ≠ 0 → 0 < (X i ⬝ᵥ P *ᵥ star (X i)).re := by
    intro i hi
    have h := hP.dotProduct_mulVec_pos (x := star (X i)) (star_ne_zero.2 hi)
    rw [star_star] at h
    exact (Complex.lt_def.1 h).1
  have nn : ∀ i, 0 ≤ (X i ⬝ᵥ P *ᵥ star (X i)).re := by
    intro i
    by_cases hi : X i = 0
    · simp [hi]
    · exact (pos i hi).le
  rw [key]
  refine ⟨Finset.sum_nonneg fun i _ => nn i, fun h => ?_⟩
  have hz := (Finset.sum_eq_zero_iff_of_nonneg (fun i _ => nn i)).1 h
  ext i j
  by_contra hij
  exact (pos i (fun h0 => hij (congrFun h0 j))).ne' (hz i (Finset.mem_univ i))
```

For unitary \(W\) and Hermitian \(P\),

\[ (1-W)P(1-W)^\dagger=P-WP-(WP)^\dagger+WPW^\dagger . \]

The last term has trace \(\operatorname{tr}P\) by cyclicity, hence

\[ \operatorname{Re}\operatorname{tr}(1-W)P(1-W)^\dagger=2\operatorname{Re}(\operatorname{tr}P-\operatorname{tr}WP). \]

```lean
/-- For unitary `W` and Hermitian `P`, the real part of the trace of `(1 - W) P (1 - W)ᴴ` is twice
the amount by which the real part of the trace drops from `P` to `W P`. -/
theorem trace_loss [DecidableEq k] {W P : Matrix k k ℂ} (hW : Wᴴ * W = 1) (hP : P.IsHermitian) :
    (trace ((1 - W) * P * (1 - W)ᴴ)).re = 2 * ((trace P).re - (trace (W * P)).re) := by
  have e : (1 - W) * P * (1 - W)ᴴ = P - W * P - (W * P)ᴴ + W * P * Wᴴ := by
    rw [conjTranspose_mul, conjTranspose_sub, conjTranspose_one, hP.eq]
    noncomm_ring
  have t : trace (W * P * Wᴴ) = trace P := by
    rw [trace_mul_comm, ← Matrix.mul_assoc, hW, Matrix.one_mul]
  rw [e, trace_add, t]
  simp only [trace_sub, trace_conjTranspose, Complex.add_re, Complex.sub_re,
    Complex.star_def, Complex.conj_re]
  ring
```

Now let \(U\) be unitary with diagonal blocks \(U_{11},U_{22}>0\), and \(W=\operatorname{diag}(W_1,W_2)\) unitary. Since \(\operatorname{tr}WU=\operatorname{tr}W_1U_{11}+\operatorname{tr}W_2U_{22}\), the preceding identities give

\[ \|WU-1\|^2-\|U-1\|^2=\sum_{a=1}^{2}\operatorname{Re}\operatorname{tr}(1-W_a)U_{aa}(1-W_a)^\dagger\ge0 . \]

Equality makes both terms zero, so \(W_1=1\) and \(W_2=1\). In Lean, `toBlocks₁₁` and `toBlocks₂₂` extract the diagonal blocks, and `linarith` combines the trace identities.

```lean
/-- Let `U` be unitary with positive definite diagonal blocks. Following it by a block-diagonal
unitary never brings it closer to the identity, and keeps the distance only if that
block-diagonal unitary is the identity. -/
theorem least_action_block {U : Matrix (m ⊕ n) (m ⊕ n) ℂ} (hU : U ∈ unitaryGroup (m ⊕ n) ℂ)
    (h₁ : U.toBlocks₁₁.PosDef) (h₂ : U.toBlocks₂₂.PosDef)
    {W₁ : Matrix m m ℂ} {W₂ : Matrix n n ℂ}
    (hW : fromBlocks W₁ 0 0 W₂ ∈ unitaryGroup (m ⊕ n) ℂ) :
    frob (U - 1) ≤ frob (fromBlocks W₁ 0 0 W₂ * U - 1) ∧
      (frob (fromBlocks W₁ 0 0 W₂ * U - 1) = frob (U - 1) ↔ fromBlocks W₁ 0 0 W₂ = 1) := by
  have h := mem_unitaryGroup_iff'.1 hW
  rw [star_eq_conjTranspose, fromBlocks_conjTranspose, fromBlocks_multiply,
    ← fromBlocks_one, fromBlocks_inj] at h
  have u₁ : W₁ᴴ * W₁ = 1 := by simpa using h.1
  have u₂ : W₂ᴴ * W₂ = 1 := by simpa using h.2.2.2
  have frob_nonneg : ∀ M : Matrix (m ⊕ n) (m ⊕ n) ℂ, 0 ≤ frob M :=
    fun _ => Real.sqrt_nonneg _
  have trace_fromBlocks : ∀ (A : Matrix m m ℂ) (B : Matrix m n ℂ) (C : Matrix n m ℂ)
      (D : Matrix n n ℂ), trace (fromBlocks A B C D) = trace A + trace D := by
    intro A B C D
    simp [trace, Fintype.sum_sum_type]
  -- only the diagonal blocks of U enter the traces
  have tU : trace U = trace U.toBlocks₁₁ + trace U.toBlocks₂₂ := by
    conv_lhs => rw [← fromBlocks_toBlocks U]
    rw [trace_fromBlocks]
  have tW : trace (fromBlocks W₁ 0 0 W₂ * U)
      = trace (W₁ * U.toBlocks₁₁) + trace (W₂ * U.toBlocks₂₂) := by
    conv_lhs => rw [← fromBlocks_toBlocks U]
    rw [fromBlocks_multiply, trace_fromBlocks]
    simp only [Matrix.zero_mul, add_zero, zero_add]
  have d := frob_sub_one_sq hU
  have d' := frob_sub_one_sq (mul_mem hW hU)
  rw [tU, Complex.add_re] at d
  rw [tW, Complex.add_re] at d'
  have g₁ := trace_loss u₁ h₁.isHermitian
  have g₂ := trace_loss u₂ h₂.isHermitian
  have p₁ := trace_conj_pos h₁ (1 - W₁)
  have p₂ := trace_conj_pos h₂ (1 - W₂)
  refine ⟨(sq_le_sq₀ (frob_nonneg _) (frob_nonneg _)).1
    (by linarith [p₁.1, p₂.1]), fun he => ?_, fun he => by rw [he, Matrix.one_mul]⟩
  rw [he] at d'
  have z₁ := p₁.2 (by linarith [p₁.1, p₂.1])
  have z₂ := p₂.2 (by linarith [p₁.1, p₂.1])
  rw [← sub_eq_zero.1 z₁, ← sub_eq_zero.1 z₂, fromBlocks_one]
```

## All decouplings of one Hamiltonian

To compare arbitrary decouplings, suppose \(XP=-QX\) with \(P,Q>0\). Then

\[ \operatorname{tr}XPX^\dagger=-\operatorname{tr}QXX^\dagger=-\operatorname{tr}X^\dagger QX . \]

The left side has nonnegative real part and the right side nonpositive, so both real parts vanish and \(X=0\).

```lean
/-- A map `X` with `X P = -Q X`, where `P` and `Q` are positive definite, vanishes. -/
theorem intertwiner_zero {P : Matrix k k ℂ} {Q : Matrix l l ℂ} (hP : P.PosDef)
    (hQ : Q.PosDef) (X : Matrix l k ℂ) (h : X * P = -(Q * X)) : X = 0 := by
  have t₁ := trace_conj_pos hP X
  have t₂ := trace_conj_pos hQ Xᴴ
  have e : trace (X * P * Xᴴ) = -trace (Xᴴ * Q * Xᴴᴴ) := by
    rw [h, conjTranspose_conjTranspose, Matrix.neg_mul, trace_neg, Matrix.mul_assoc Xᴴ,
      trace_mul_comm Xᴴ]
  have r := congrArg Complex.re e
  rw [Complex.neg_re] at r
  exact t₁.2 (by linarith [t₁.1, t₂.1])
```

Let \(U\) and \(V\) decouple \(H\), with blocks \(P,-N\) and \(P',-N'\), and set \(W=VU^\dagger\). Then \(W(UHU^\dagger)=VHU^\dagger=(VHV^\dagger)W\), whose off-diagonal blocks read

\[ W_{12}N=-P'W_{12},\qquad W_{21}P=-N'W_{21}. \]

Both blocks vanish by the previous step, so \(V=WU\) with \(W\) block diagonal. The proof obtains these two equations, `c₁` and `c₂`, by comparing blocks in `comm`.

```lean
/-- Two decouplings of the same Hamiltonian differ by a block-diagonal unitary. -/
theorem decouplings_related {U V H : Matrix (m ⊕ n) (m ⊕ n) ℂ}
    (hU : Decouples U H) (hV : Decouples V H) :
    ∃ (W₁ : Matrix m m ℂ) (W₂ : Matrix n n ℂ),
      fromBlocks W₁ 0 0 W₂ ∈ unitaryGroup (m ⊕ n) ℂ ∧ V = fromBlocks W₁ 0 0 W₂ * U := by
  obtain ⟨uU, P, N, hP, hN, eU⟩ := hU
  obtain ⟨uV, P', N', hP', hN', eV⟩ := hV
  have hU' : Uᴴ * U = 1 := mem_unitaryGroup_iff'.1 uU
  have hV' : Vᴴ * V = 1 := mem_unitaryGroup_iff'.1 uV
  have hV1 : V * Vᴴ = 1 := mem_unitaryGroup_iff.1 uV
  obtain ⟨W, hWd⟩ : ∃ W, W = V * Uᴴ := ⟨_, rfl⟩
  have hW : W ∈ unitaryGroup (m ⊕ n) ℂ := by
    rw [mem_unitaryGroup_iff, star_eq_conjTranspose, hWd, conjTranspose_mul,
      conjTranspose_conjTranspose]
    calc V * Uᴴ * (U * Vᴴ) = V * (Uᴴ * U) * Vᴴ := by simp only [Matrix.mul_assoc]
      _ = 1 := by rw [hU', Matrix.mul_one, hV1]
  -- W intertwines the two decoupled Hamiltonians
  have comm : W * (U * H * Uᴴ) = (V * H * Vᴴ) * W := by
    rw [hWd]
    calc V * Uᴴ * (U * H * Uᴴ) = V * (Uᴴ * U) * H * Uᴴ := by simp only [Matrix.mul_assoc]
      _ = V * H * (Vᴴ * V) * Uᴴ := by rw [hU', hV']; simp only [Matrix.mul_one]
      _ = V * H * Vᴴ * (V * Uᴴ) := by simp only [Matrix.mul_assoc]
  rw [eU, eV, ← fromBlocks_toBlocks W, fromBlocks_multiply, fromBlocks_multiply,
    fromBlocks_inj] at comm
  obtain ⟨-, c₁, c₂, -⟩ := comm
  simp only [Matrix.mul_zero, Matrix.zero_mul, zero_add, add_zero, Matrix.mul_neg,
    Matrix.neg_mul] at c₁ c₂
  have h12 := intertwiner_zero hN hP' W.toBlocks₁₂ (by rw [← c₁, neg_neg])
  have h21 := intertwiner_zero hP hN' W.toBlocks₂₁ c₂
  have hb : W = fromBlocks W.toBlocks₁₁ 0 0 W.toBlocks₂₂ := by
    conv_lhs => rw [← fromBlocks_toBlocks W, h12, h21]
  refine ⟨W.toBlocks₁₁, W.toBlocks₂₂, ?_, ?_⟩
  · rw [← hb]; exact hW
  · rw [← hb, hWd, Matrix.mul_assoc, hU', Matrix.mul_one]
```

Substituting \(V=WU\) into the block inequality gives the minimum and its uniqueness. That \(U\) has positive definite diagonal blocks is a hypothesis; the theorem does not construct such a \(U\) for general \(H\).

```lean
/-- Least action of decoupling: a decoupling of `H` with positive definite diagonal blocks is
closer to the identity than every other decoupling of `H`. -/
theorem decoupling_least_action {U V H : Matrix (m ⊕ n) (m ⊕ n) ℂ}
    (hU : Decouples U H) (h₁ : U.toBlocks₁₁.PosDef) (h₂ : U.toBlocks₂₂.PosDef)
    (hV : Decouples V H) :
    frob (U - 1) ≤ frob (V - 1) ∧ (frob (V - 1) = frob (U - 1) ↔ V = U) := by
  obtain ⟨W₁, W₂, hW, rfl⟩ := decouplings_related hU hV
  have h := least_action_block hU.1 h₁ h₂ hW
  exact ⟨h.1, fun e => by rw [h.2.1 e, Matrix.one_mul], fun e => by rw [e]⟩
```

## From eigenvectors to the transformation

In an exact two-component calculation carried out in an orthonormal basis, with as many positive-energy states as upper components, the positive-energy eigenvectors can be stacked as columns with upper part \(A\) and lower part \(B\). If \(A\) is invertible, \(X=BA^{-1}\) is unaffected by phases or mixing among those eigenvectors. Code can then form

\[ U=\begin{pmatrix}R&RX^\dagger\\-R'X&R'\end{pmatrix},\quad R=(1+X^\dagger X)^{-1/2},\quad R'=(1+XX^\dagger)^{-1/2}, \]

whose diagonal blocks are positive definite. This construction is ordinary matrix algebra given for context; it is not proved in Lean here.

## A free Dirac electron

For momentum along \(z\), the coupling contains the Pauli matrix \(\sigma_z\).

```lean
/-- The Pauli matrix along the z axis. -/
def sigmaZ : Matrix (Fin 2) (Fin 2) ℂ := !![1, 0; 0, -1]
```

With \(c=1\), rest energy 7 and momentum 24, the energies are \(\pm\sqrt{7^2+24^2}=\pm25\).

```lean
/-- The free Dirac Hamiltonian with rest energy 7 and momentum 24 along z (units with c = 1). -/
def diracH : Matrix (Fin 2 ⊕ Fin 2) (Fin 2 ⊕ Fin 2) ℂ :=
  fromBlocks ((7 : ℂ) • 1) ((24 : ℂ) • sigmaZ) ((24 : ℂ) • sigmaZ) ((-7 : ℂ) • 1)
```

Here \(X=\tfrac34\sigma_z\), which gives cosine \(4/5\) and sine \(3/5\).

```lean
/-- A rotation mixing upper and lower components, with cosine 4/5 and sine 3/5. -/
def rotation : Matrix (Fin 2 ⊕ Fin 2) (Fin 2 ⊕ Fin 2) ℂ :=
  fromBlocks ((4 / 5 : ℂ) • 1) ((3 / 5 : ℂ) • sigmaZ) ((-3 / 5 : ℂ) • sigmaZ) ((4 / 5 : ℂ) • 1)
```

Using \(\sigma_z^2=1\), and writing \(T\) for the rotation,

\[ TH=\begin{pmatrix}20&15\sigma_z\\15\sigma_z&-20\end{pmatrix},\qquad THT^\dagger=\begin{pmatrix}25&0\\0&-25\end{pmatrix}. \]

Unitarity follows from \((4/5)^2+(3/5)^2=1\), and both diagonal blocks are \(4/5\) times the identity. Lean checks the products block by block, with `module` doing the arithmetic. The theorem therefore applies to this \(T\).

```lean
/-- The rotation decouples this free Dirac Hamiltonian and has positive definite diagonal
blocks. -/
theorem decoupling_least_action_witness : Decouples rotation diracH ∧
    rotation.toBlocks₁₁.PosDef ∧ rotation.toBlocks₂₂.PosDef := by
  have hS : sigmaZ * sigmaZ = 1 := by
    ext i j
    fin_cases i <;> fin_cases j <;> simp [sigmaZ, Matrix.mul_apply, Fin.sum_univ_succ]
  have hSh : sigmaZᴴ = sigmaZ := by
    ext i j
    fin_cases i <;> fin_cases j <;> simp [sigmaZ]
  have s₁ : star (4 / 5 : ℂ) = 4 / 5 := by simp
  have s₂ : star (3 / 5 : ℂ) = 3 / 5 := by simp
  have s₃ : star (-3 / 5 : ℂ) = -3 / 5 := by simp
  have hR : rotationᴴ = fromBlocks ((4 / 5 : ℂ) • 1) ((-3 / 5 : ℂ) • sigmaZ)
      ((3 / 5 : ℂ) • sigmaZ) ((4 / 5 : ℂ) • 1) := by
    rw [rotation, fromBlocks_conjTranspose]
    simp only [conjTranspose_smul, conjTranspose_one, hSh, s₁, s₂, s₃]
  have pd : ∀ r : ℝ, 0 < r → ((r : ℂ) • (1 : Matrix (Fin 2) (Fin 2) ℂ)).PosDef :=
    fun r hr => Matrix.PosDef.one.smul (by exact_mod_cast hr)
  have p₄ : ((4 / 5 : ℂ) • (1 : Matrix (Fin 2) (Fin 2) ℂ)).PosDef := by
    have h := pd (4 / 5) (by norm_num)
    push_cast at h
    exact h
  have p₂₅ : ((25 : ℂ) • (1 : Matrix (Fin 2) (Fin 2) ℂ)).PosDef := by
    have h := pd 25 (by norm_num)
    push_cast at h
    exact h
  refine ⟨⟨?_, (25 : ℂ) • 1, (25 : ℂ) • 1, p₂₅, p₂₅, ?_⟩, ?_, ?_⟩
  · rw [mem_unitaryGroup_iff, star_eq_conjTranspose, hR, rotation, fromBlocks_multiply,
      ← fromBlocks_one, fromBlocks_inj]
    simp only [Matrix.smul_mul, Matrix.mul_smul, Matrix.one_mul, Matrix.mul_one, hS]
    refine ⟨?_, ?_, ?_, ?_⟩ <;> module
  · rw [hR, rotation, diracH, fromBlocks_multiply, fromBlocks_multiply, fromBlocks_inj]
    simp only [Matrix.add_mul, Matrix.smul_mul, Matrix.mul_smul, Matrix.one_mul,
      Matrix.mul_one, hS]
    refine ⟨?_, ?_, ?_, ?_⟩ <;> module
  · rw [rotation, toBlocks_fromBlocks₁₁]; exact p₄
  · rw [rotation, toBlocks_fromBlocks₂₂]; exact p₄

end

end LeastActionDecoupling
```

```lean
#print axioms LeastActionDecoupling.decoupling_least_action
```

```
'LeastActionDecoupling.decoupling_least_action' depends on axioms: [propext, Classical.choice, Quot.sound]
```
